# Fourier interpolation with N consecutive translations, zero included, preserves the average dynamical matrix on denser one-dimensional meshes

Suppose a phonon code computes dynamical matrices on a coarse wavevector mesh, interpolates them to denser meshes and monitors the average trace. The number stays constant, and it is read as convergence. In the one-dimensional setting below it would stay constant however poor the coarse mesh was, so the test says nothing about sampling error.

## The average that densification leaves alone

Let $D_j$ be the matrices at $q_j=2\pi j/N$, $0\le j<N$, with the lattice constant set to one. The interpolant is

$$F(q)=\sum_{R=a}^{a+N-1}e^{iRq}\,C(R),\qquad a\le 0<a+N,$$

where the integers $R$ are lattice translations and the $C(R)$ are complex matrices (force constants). If $F(q_j)=D_j$ for all $j<N$, then for every integer $M\ge N$ and real shift $s$,

$$\frac1M\sum_{j=0}^{M-1}F\!\left(\frac{2\pi j}{M}+s\right)=\frac1N\sum_{j=0}^{N-1}D_j .$$

The same holds after applying any complex-linear functional to both sides.

## Trace averages in an interpolation code

For finite mass-weighted matrices the trace is such a functional; for a Hermitian matrix it is the sum of squared phonon frequencies. A code with this one-dimensional interpolant can therefore compare trace averages on two meshes of at least $N$ points to test its phases and indexing. With the window and the $D_j$ fixed, a larger $M$ leaves these averages unchanged. Zero-point energies and free energies are nonlinear in the matrix, and the identity does not fix their averages.

## Only the zero translation survives

Put $z=e^{2\pi iR/M}$. The phases on the $M$-point mesh are $z^j$, and $z^M=1$. If $M$ divides $R$, then $z=1$ and their average is 1. Otherwise $z\ne1$, and $(1-z)\sum_{j=0}^{M-1}z^j=1-z^M=0$ makes the average 0.

Exchanging the sums gives

$$\frac1M\sum_{j=0}^{M-1}F\!\left(\frac{2\pi j}{M}+s\right)=\sum_{R=a}^{a+N-1}e^{iRs}\left[\frac1M\sum_{j=0}^{M-1}e^{2\pi iRj/M}\right]C(R).$$

The window contains zero, so $|R|<N\le M$ and only $R=0$ is a multiple of $M$. The average is $C(0)$. Taking $M=N$ and $s=0$ identifies $C(0)$ with the average of the $D_j$.

Suitable coefficients exist for any data: take $C(R)=\frac1N\sum_{j=0}^{N-1} e^{-iRq_j}D_j$. Then, with $R=a+r$,

$$F(q_k)=\sum_{j=0}^{N-1}\left[e^{ia(q_k-q_j)}\,\frac1N\sum_{r=0}^{N-1}e^{2\pi i(k-j)r/N}\right]D_j=D_k,$$

because $|k-j|<N$ makes the bracket 1 for $j=k$ and 0 otherwise.

The argument also covers a symmetric window for even $N$, $R=-N/2,\dots,N/2$, with the end terms halved: it still contains no nonzero multiple of any $M\ge N$.

In Lean 4 with Mathlib:

```lean
import Mathlib

open Finset

namespace DenseMeshAverage

noncomputable section

variable {n : Type*}

/-- The Bloch phase `exp(i R q)` of lattice translation `R` at wavevector `q`. -/
def phase (R : ℤ) (q : ℝ) : ℂ := Complex.exp (R * q * Complex.I)

/-- The wavevector `2 π j / M` of a uniform mesh with `M > 0` points. -/
def meshPoint (M j : ℕ) : ℝ := 2 * Real.pi * j / M

/-- The average of `f` over the uniform mesh with `M > 0` points. -/
def meshAverage {V : Type*} [AddCommGroup V] [Module ℂ V] (M : ℕ) (f : ℝ → V) : V :=
  (M : ℂ)⁻¹ • ∑ j ∈ range M, f (meshPoint M j)

/-- The matrix function `∑ exp(i R q) C(R)`, with `R` running over the `N` consecutive
integers that start at `a`. -/
def interpolant (a : ℤ) (N : ℕ) (C : ℤ → Matrix n n ℂ) (q : ℝ) : Matrix n n ℂ :=
  ∑ R ∈ Ico a (a + N), phase R q • C R

/-- The force constants obtained by discrete Fourier transformation of the dynamical
matrices `D j` on a mesh with `N > 0` points. -/
def forceConstants (N : ℕ) (D : ℕ → Matrix n n ℂ) (R : ℤ) : Matrix n n ℂ :=
  (N : ℂ)⁻¹ • ∑ j ∈ range N, phase (-R) (meshPoint N j) • D j

/-- On a mesh with `M > 0` points the phase of translation `R` averages to one if `M`
divides `R`, and to zero otherwise. -/
theorem phase_average {M : ℕ} (hM : 0 < M) (R : ℤ) :
    (M : ℂ)⁻¹ * ∑ j ∈ range M, phase R (meshPoint M j) =
      if (M : ℤ) ∣ R then 1 else 0 := by
  have hM' : (M : ℂ) ≠ 0 := by exact_mod_cast hM.ne'
  have hinv : (M : ℂ) * (M : ℂ)⁻¹ = 1 := mul_inv_cancel₀ hM'
  -- the phases are the powers of an M-th root of unity
  have hpow : ∀ j : ℕ, phase R (meshPoint M j) = phase R (meshPoint M 1) ^ j := by
    intro j
    unfold phase meshPoint
    rw [← Complex.exp_nat_mul]
    congr 1
    push_cast
    ring
  have hone : phase R (meshPoint M 1) ^ M = 1 := by
    rw [← hpow]
    unfold phase meshPoint
    refine Complex.exp_eq_one_iff.mpr ⟨R, ?_⟩
    push_cast
    field_simp
  have hiff : phase R (meshPoint M 1) = 1 ↔ (M : ℤ) ∣ R := by
    unfold phase meshPoint
    rw [Complex.exp_eq_one_iff]
    constructor
    · rintro ⟨k, hk⟩
      refine ⟨k, ?_⟩
      have h : (R : ℂ) = M * k := by
        apply mul_right_cancel₀ Complex.two_pi_I_ne_zero
        push_cast at hk
        linear_combination (M : ℂ) * hk - (R * (2 * Real.pi * Complex.I)) * hinv
      exact_mod_cast h
    · rintro ⟨k, rfl⟩
      refine ⟨k, ?_⟩
      push_cast
      field_simp
  rw [Finset.sum_congr rfl (fun j _ => hpow j)]
  split_ifs with h
  · rw [hiff.mpr h]
    simp [hM']
  · have hz : 1 - phase R (meshPoint M 1) ≠ 0 :=
      sub_ne_zero.mpr (fun e => h (hiff.mp e.symm))
    have g := mul_neg_geom_sum (phase R (meshPoint M 1)) M
    rw [hone, sub_self] at g
    rw [(mul_eq_zero.mp g).resolve_left hz, mul_zero]

/-- Any multiple of `M` strictly between `-M` and `M` is zero. -/
theorem eq_zero_of_dvd_of_small {M : ℕ} {R : ℤ} (h : (M : ℤ) ∣ R)
    (h1 : -(M : ℤ) < R) (h2 : R < M) : R = 0 := by
  obtain ⟨k, rfl⟩ := h
  have hk1 : k < 1 := by
    by_contra hc
    nlinarith
  have hk2 : -1 < k := by
    by_contra hc
    nlinarith
  have hk : k = 0 := by omega
  rw [hk, mul_zero]

/-- If the `N` consecutive translations include zero and `M ≥ N`, the average of the interpolant
over the `M`-point mesh, rigidly shifted by any `s`, is the on-site coefficient `C(0)`. -/
theorem average_eq_onsite {a : ℤ} {N M : ℕ} (ha : a ≤ 0) (h0 : 0 < a + N) (hNM : N ≤ M)
    (C : ℤ → Matrix n n ℂ) (s : ℝ) :
    meshAverage M (fun q => interpolant a N C (q + s)) = C 0 := by
  have hM : 0 < M := by omega
  calc meshAverage M (fun q => interpolant a N C (q + s))
      = ∑ R ∈ Ico a (a + N),
          (phase R s * ((M : ℂ)⁻¹ * ∑ j ∈ range M, phase R (meshPoint M j))) • C R := by
        unfold meshAverage interpolant
        simp only [Finset.smul_sum, Finset.mul_sum, Finset.sum_smul, smul_smul]
        rw [Finset.sum_comm]
        refine Finset.sum_congr rfl fun R _ => Finset.sum_congr rfl fun j _ => ?_
        have h : phase R (meshPoint M j + s) = phase R s * phase R (meshPoint M j) := by
          unfold phase
          rw [← Complex.exp_add]
          congr 1
          push_cast
          ring
        rw [h]
        congr 1
        ring
    _ = C 0 := by
        -- no other translation in the window is a multiple of M
        rw [Finset.sum_eq_single 0]
        · rw [phase_average hM, if_pos (dvd_zero _)]
          simp [phase]
        · intro R hR hne
          rw [Finset.mem_Ico] at hR
          rw [phase_average hM, if_neg, mul_zero, zero_smul]
          intro hd
          exact hne (eq_zero_of_dvd_of_small hd (by omega) (by omega))
        · intro h
          exact absurd (Finset.mem_Ico.mpr ⟨ha, h0⟩) h

/-- Let exponentials on `N` consecutive integers containing zero interpolate the dynamical
matrices `D j` at `2 π j / N`. For every `M ≥ N` and every rigid shift `s`, the average of
the interpolant over the `M`-point mesh equals the original average of the `D j`. -/
theorem dense_average_eq {a : ℤ} {N M : ℕ} (ha : a ≤ 0) (h0 : 0 < a + N) (hNM : N ≤ M)
    (C : ℤ → Matrix n n ℂ) (D : ℕ → Matrix n n ℂ)
    (hD : ∀ j < N, interpolant a N C (meshPoint N j) = D j) (s : ℝ) :
    meshAverage M (fun q => interpolant a N C (q + s)) =
      (N : ℂ)⁻¹ • ∑ j ∈ range N, D j := by
  -- both averages are the on-site coefficient
  rw [average_eq_onsite ha h0 hNM, ← average_eq_onsite ha h0 le_rfl C 0]
  unfold meshAverage
  congr 1
  refine Finset.sum_congr rfl fun j hj => ?_
  simp only [add_zero]
  exact hD j (Finset.mem_range.mp hj)

/-- Under the conditions of `dense_average_eq`, for any complex-linear functional `L`, the average
of `L` of the interpolant over the shifted `M`-point mesh equals the average of the `N` values
`L (D j)`. -/
theorem dense_average_linear {a : ℤ} {N M : ℕ} (ha : a ≤ 0) (h0 : 0 < a + N) (hNM : N ≤ M)
    (C : ℤ → Matrix n n ℂ) (D : ℕ → Matrix n n ℂ)
    (hD : ∀ j < N, interpolant a N C (meshPoint N j) = D j) (s : ℝ)
    (L : Matrix n n ℂ →ₗ[ℂ] ℂ) :
    meshAverage M (fun q => L (interpolant a N C (q + s))) =
      (N : ℂ)⁻¹ • ∑ j ∈ range N, L (D j) := by
  have h := congrArg L (dense_average_eq ha h0 hNM C D hD s)
  unfold meshAverage at h ⊢
  simpa only [map_smul, map_sum] using h

/-- For `j, k < N`, the phase at mesh point `k` times the conjugate phase at mesh point `j`,
averaged over any `N` consecutive translations, is one if `j = k` and zero otherwise. -/
theorem window_orthogonality (a : ℤ) {N j k : ℕ} (hj : j < N) (hk : k < N) :
    (N : ℂ)⁻¹ * ∑ R ∈ Ico a (a + N), phase R (meshPoint N k) * phase (-R) (meshPoint N j) =
      if j = k then 1 else 0 := by
  have hN : 0 < N := by omega
  -- count the translations from the start of the window
  have hsum : ∑ R ∈ Ico a (a + N), phase R (meshPoint N k) * phase (-R) (meshPoint N j) =
      ∑ r ∈ range N, phase a (meshPoint N k - meshPoint N j) *
        phase ((k : ℤ) - j) (meshPoint N r) := by
    symm
    refine Finset.sum_bij (fun (r : ℕ) _ => a + (r : ℤ)) ?_ ?_ ?_ ?_
    · intro r hr
      rw [Finset.mem_range] at hr
      rw [Finset.mem_Ico]
      omega
    · intro r _ t _ h

      omega
    · intro R hR
      rw [Finset.mem_Ico] at hR
      exact ⟨(R - a).toNat, Finset.mem_range.mpr (by omega), by omega⟩
    · intro r _
      unfold phase meshPoint
      rw [← Complex.exp_add, ← Complex.exp_add]
      congr 1
      push_cast
      ring
  rw [hsum, ← Finset.mul_sum, mul_left_comm, phase_average hN]
  by_cases h : j = k
  · subst h
    simp [phase]
  · rw [if_neg h, if_neg, mul_zero]
    intro hd
    have := eq_zero_of_dvd_of_small hd (by omega) (by omega)
    omega

/-- For any dynamical matrices `D j` and any window of `N` consecutive translations, the
Fourier force constants give an interpolant that equals `D k` at each mesh point `k < N`. -/
theorem forceConstants_interpolate (a : ℤ) {N k : ℕ} (hk : k < N)
    (D : ℕ → Matrix n n ℂ) :
    interpolant a N (forceConstants N D) (meshPoint N k) = D k := by
  calc interpolant a N (forceConstants N D) (meshPoint N k)
      = ∑ j ∈ range N, ((N : ℂ)⁻¹ * ∑ R ∈ Ico a (a + N),
          phase R (meshPoint N k) * phase (-R) (meshPoint N j)) • D j := by
        unfold interpolant forceConstants
        simp only [Finset.smul_sum, Finset.mul_sum, Finset.sum_smul, smul_smul]
        rw [Finset.sum_comm]
        refine Finset.sum_congr rfl fun j _ => Finset.sum_congr rfl fun R _ => ?_
        congr 1
        ring
    _ = ∑ j ∈ range N, (if j = k then (1 : ℂ) else 0) • D j := by
        refine Finset.sum_congr rfl fun j hj => ?_
        rw [window_orthogonality a (Finset.mem_range.mp hj) hk]
    _ = D k := by simp [ite_smul, hk]

/-- For every `0 < M < N` and every matrix `A`, the single term `exp(i M q) A` on the window
`0, ..., N - 1` has average `A` on the `M`-point mesh and zero on the `N`-point mesh. -/
theorem coarse_average_fails {M N : ℕ} (hM : 0 < M) (hMN : M < N) (A : Matrix n n ℂ) :
    meshAverage M (interpolant 0 N (fun R => if R = (M : ℤ) then A else 0)) = A ∧
    meshAverage N (interpolant 0 N (fun R => if R = (M : ℤ) then A else 0)) = 0 := by
  constructor
  · have h : ∀ q, interpolant 0 N (fun R => if R = (M : ℤ) then A else 0) q =
        phase M q • A := by
      intro q
      unfold interpolant
      rw [Finset.sum_eq_single (M : ℤ)]
      · beta_reduce
        rw [if_pos rfl]
      · intro R _ hR
        beta_reduce
        rw [if_neg hR, smul_zero]
      · intro hR
        exact absurd (Finset.mem_Ico.mpr ⟨by omega, by omega⟩) hR
    unfold meshAverage
    rw [Finset.sum_congr rfl (fun j _ => h (meshPoint M j)), ← Finset.sum_smul, smul_smul,
      phase_average hM, if_pos dvd_rfl, one_smul]
  · have h := average_eq_onsite (a := 0) (N := N) (M := N) le_rfl (by omega) le_rfl
      (fun R => if R = (M : ℤ) then A else 0) 0
    have hne : (0 : ℤ) ≠ (M : ℤ) := by omega
    simpa only [add_zero, if_neg hne] using h

end

end DenseMeshAverage
```

```lean
#print axioms DenseMeshAverage.dense_average_eq
#print axioms DenseMeshAverage.dense_average_linear
#print axioms DenseMeshAverage.forceConstants_interpolate
#print axioms DenseMeshAverage.coarse_average_fails
```

```
'DenseMeshAverage.dense_average_eq' depends on axioms: [propext, Classical.choice, Quot.sound]
'DenseMeshAverage.dense_average_linear' depends on axioms: [propext, Classical.choice, Quot.sound]
'DenseMeshAverage.forceConstants_interpolate' depends on axioms: [propext, Classical.choice, Quot.sound]
'DenseMeshAverage.coarse_average_fails' depends on axioms: [propext, Classical.choice, Quot.sound]
```

## What `dense_average_eq` guarantees, and for which interpolants

In `dense_average_eq`, `ha` and `h0` place zero in the window, `hNM` is $M\ge N$, and `hD` is the interpolation condition on otherwise arbitrary coefficients `C`. `Ico a (a + N)` is the window and `range N` the indices $0,\dots,N-1$. `forceConstants_interpolate` shows that `hD` can be met for any `D`. Neither Hermiticity nor an acoustic sum rule is assumed.

`phase_average` is the geometric sum, and `eq_zero_of_dvd_of_small` excludes nonzero multiples. `average_eq_onsite` exchanges the sums with `Finset.sum_comm` and keeps $R=0$ with `Finset.sum_eq_single`. `dense_average_eq` uses it twice, for $M$ and for $N$; `dense_average_linear` then applies `L`. `window_orthogonality` evaluates the bracket in the existence argument by reindexing the window.

The window must not be placed arbitrarily. With $N=1$, $D_0\ne0$ and the single translation $R=1$, $F(q)=e^{iq}D_0$ reproduces $D_0$ at $q=0$, but its two-point average is $(D_0-D_0)/2=0$. This $F$ is not Hermitian at every $q$, so it is an algebraic counterexample and not a physical dynamical matrix.

For the window $0,\dots,N-1$, `coarse_average_fails` shows that every $0<M<N$ fails for some data: for $A\ne0$, $e^{iMq}A$ averages to $A$ on $M$ points and to zero on $N$. This example too is algebraic, since it is not Hermitian at every $q$. Other windows can tolerate a smaller $M$: $\{-1,0,1\}$ still works with $M=2$.

The theorems concern a scalar $q$ and complex arithmetic without rounding. Three-dimensional meshes, and the separate long-range term used for polar crystals, lie beyond their statements.
